# With a positive shifted gap g + b, a level-shifted aufbau step changes the density by at most 2‖FP − PF‖/(g + b)

Take two orthonormal orbitals with energies $0$ and $g$, coupled by a Fock matrix element $k$, with the first one occupied. Refilling the lowest eigenvector mixes the two. A level shift $b$ first raises the empty orbital to $g+b>0$, and the occupied orbital then turns by an angle $\theta<\pi/4$ with $\tan 2\theta = 2|k|/(g+b)$. In the Frobenius norm, used throughout, the density matrix moves by $\sqrt2\sin\theta\le\sqrt2\,|k|/(g+b)$. The commutator of the Fock matrix with the old density has norm $\sqrt2\,|k|$, so a small commutator or a large shift means a short step.

A bound of the same form, with twice the constant, holds for any finite number of real orthonormal orbitals, given a gap condition on the occupied and virtual blocks. In self-consistent field (SCF) practice it limits one density update at a fixed Fock matrix $F$. How $F$ responds to the new density is not modelled, so convergence of the iteration does not follow.

## Densities, shift and gap

```lean
import Mathlib

open Matrix

namespace LevelShiftStep

noncomputable section

variable {n : Type*} [Fintype n] [DecidableEq n]
```

The finite type `n` labels an orthonormal orbital basis.

```lean
/-- The one-particle density matrix of a single determinant of real orbitals, in an orthonormal
basis: a symmetric idempotent matrix. -/
structure IsProjector (P : Matrix n n ℝ) : Prop where
  symm : Pᵀ = P
  idem : P * P = P
```

`IsProjector P` says $P^T=P$ and $P^2=P$. The trace counts occupied orbitals. In a restricted closed-shell calculation $P$ is half the spin-summed density matrix.

```lean
/-- The Frobenius norm, the square root of `tr(AᵀA)`. -/
def normF (A : Matrix n n ℝ) : ℝ := Real.sqrt (trace (Aᵀ * A))
```

This is $\|A\|=\sqrt{\mathrm{tr}(A^TA)}$.

```lean
/-- The level-shifted Fock matrix `F + b(1 - P)`, which moves the virtual space of `P` by `b`. -/
def levelShift (F P : Matrix n n ℝ) (b : ℝ) : Matrix n n ℝ := F + b • (1 - P)
```

The shifted matrix is $F_b=F+b(1-P)$, where `•` multiplies a matrix by a number.

```lean
/-- For a projector `P`, the quadratic form of `F` is at most `u⟨x, x⟩` on the range of `P` and at
least `(u + g)⟨x, x⟩` on its kernel. -/
structure HasGap (F P : Matrix n n ℝ) (u g : ℝ) : Prop where
  occ : ∀ x : n → ℝ, P *ᵥ x = x → x ⬝ᵥ F *ᵥ x ≤ u * (x ⬝ᵥ x)
  virt : ∀ x : n → ℝ, P *ᵥ x = 0 → (u + g) * (x ⬝ᵥ x) ≤ x ⬝ᵥ F *ᵥ x
```

For $Px=x$ we require $\langle x,Fx\rangle\le u\langle x,x\rangle$; for $Px=0$, $\langle x,Fx\rangle\ge(u+g)\langle x,x\rangle$. For unit vectors these are bounds by $u$ and $u+g$. They concern the diagonal blocks of $F$, not its own eigenvalues, and $g$ may be negative.

```lean
/-- `Q` is a new density matrix after one level-shifted step from `P`: it minimises the shifted
energy among all symmetric idempotents with the trace of `P`. -/
structure IsAufbauStep (F P : Matrix n n ℝ) (b : ℝ) (Q : Matrix n n ℝ) : Prop where
  proj : IsProjector Q
  count : trace Q = trace P
  minimal : ∀ R, IsProjector R → trace R = trace P →
    trace (levelShift F P b * Q) ≤ trace (levelShift F P b * R)
```

An aufbau step $Q$ minimises $\mathrm{tr}(F_bQ)$ among projectors with the trace of $P$. This "shifted energy" sums the expectation values of $F_b$ over the orbitals occupied in $Q$; it is not the total SCF energy.

## Four tools

```lean
omit [DecidableEq n] in
/-- The squared Frobenius norm is `tr(AᵀA)`. -/
theorem normF_sq (A : Matrix n n ℝ) : normF A ^ 2 = trace (Aᵀ * A) := by
  refine Real.sq_sqrt ?_
  simp only [Matrix.trace, Matrix.diag_apply, Matrix.mul_apply, Matrix.transpose_apply]
  exact Finset.sum_nonneg fun i _ => Finset.sum_nonneg fun j _ => mul_self_nonneg _
```

Since $\mathrm{tr}(A^TA)=\sum_{ij}A_{ij}^2\ge0$, squaring undoes the root.

```lean
omit [DecidableEq n] in
/-- Cauchy-Schwarz inequality for the trace pairing of two real matrices. -/
theorem trace_le_normF_mul (A B : Matrix n n ℝ) : trace (Aᵀ * B) ≤ normF A * normF B := by
  have key : ∀ C D : Matrix n n ℝ,
      trace (Cᵀ * D) = ∑ p : n × n, C p.1 p.2 * D p.1 p.2 := by
    intro C D
    simp [Matrix.trace, Matrix.mul_apply, Fintype.sum_prod_type_right]
  have h := Real.sum_mul_le_sqrt_mul_sqrt Finset.univ
    (fun p : n × n => A p.1 p.2) (fun p : n × n => B p.1 p.2)
  simp only [sq] at h
  unfold normF
  rw [key, key, key]
  exact h
```

Here $\mathrm{tr}(A^TB)=\sum_{ij}A_{ij}B_{ij}$, and Cauchy–Schwarz applies to the entries.

```lean
omit [DecidableEq n] in
/-- If the quadratic form of `F` is at least `a` times `⟨x, x⟩` on the range of a projector `P`,
then `tr(F PRP)` is at least `a tr(PRP)` for every projector `R`. -/
theorem block_energy_ge {F P R : Matrix n n ℝ} {a : ℝ} (hP : IsProjector P)
    (hR : IsProjector R) (h : ∀ x : n → ℝ, P *ᵥ x = x → a * (x ⬝ᵥ x) ≤ x ⬝ᵥ F *ᵥ x) :
    a * trace (P * R * P) ≤ trace (F * (P * R * P)) := by
  have hM : (P * R) * (P * R)ᵀ = P * R * P := by
    rw [transpose_mul, hP.symm, hR.symm]
    calc P * R * (R * P) = P * (R * R) * P := by noncomm_ring
      _ = P * R * P := by rw [hR.idem]
  have hPR : P * (P * R) = P * R := by rw [← mul_assoc, hP.idem]
  -- both traces are sums over the columns of `PR`, which lie in the range of `P`
  have k1 : ∀ M : Matrix n n ℝ, trace (Mᵀ * (F * M)) =
      ∑ j, (fun i => M i j) ⬝ᵥ F *ᵥ (fun i => M i j) := by
    intro M
    simp only [Matrix.trace, Matrix.diag_apply, Matrix.mul_apply, Matrix.transpose_apply,
      dotProduct, Matrix.mulVec]
  have k2 : ∀ M : Matrix n n ℝ, trace (Mᵀ * M) =
      ∑ j, (fun i => M i j) ⬝ᵥ (fun i => M i j) := by
    intro M
    simp only [Matrix.trace, Matrix.diag_apply, Matrix.mul_apply, Matrix.transpose_apply,
      dotProduct]
  have t1 : trace (F * (P * R * P)) = trace ((P * R)ᵀ * (F * (P * R))) := by
    rw [trace_mul_comm (P * R)ᵀ, mul_assoc F, hM]
  have t2 : trace (P * R * P) = trace ((P * R)ᵀ * (P * R)) := by
    rw [trace_mul_comm (P * R)ᵀ, hM]
  rw [t1, t2, k1, k2, Finset.mul_sum]
  refine Finset.sum_le_sum fun j _ => h _ ?_
  funext i
  exact congrFun (congrFun hPR i) j
```

Put $M=PR$, so $MM^T=PRP$. Each column $m_j$ satisfies $Pm_j=m_j$, hence
$$\mathrm{tr}(F\,PRP)=\sum_j\langle m_j,Fm_j\rangle\ge a\sum_j\langle m_j,m_j\rangle=a\,\mathrm{tr}(PRP).$$
The column sums are `k1` and `k2`.

```lean
/-- For two projectors, the squared norm of their commutator is that of their difference minus
that of the square of their difference. -/
theorem commutator_normF_sq {P Q : Matrix n n ℝ} (hP : IsProjector P) (hQ : IsProjector Q) :
    normF (P * Q - Q * P) ^ 2 =
      normF (Q - P) ^ 2 - normF ((Q - P) * (Q - P)) ^ 2 := by
  have hPx : ∀ X, P * (P * X) = P * X := fun X => by rw [← mul_assoc, hP.idem]
  have hQx : ∀ X, Q * (Q * X) = Q * X := fun X => by rw [← mul_assoc, hQ.idem]
  rw [normF_sq, normF_sq, normF_sq, ← trace_sub]
  congr 1
  simp only [transpose_sub, transpose_mul, hP.symm, hQ.symm, sub_mul, mul_sub, mul_assoc,
    hP.idem, hQ.idem, hPx, hQx]
  abel
```

Write $D=Q-P$ and $C=PQ-QP$. Idempotency gives $D^2=P+Q-PQ-QP$, and expanding once more,
$$D^2-D^4=PQP+QPQ-PQPQ-QPQP=C^TC.$$
The trace gives the claim, and so $\|C\|\le\|D\|$. In Lean, `simp` expands the products and `abel` collects terms.

## From energy to step length

```lean
/-- Energy estimate for symmetric `F` with `HasGap F P u g` and a step from a projector `P` to a
projector `Q` of the same trace: the shifted energy change, plus the commutator norm times the step
length, is at least `(g + b)/2` times the squared step length. -/
theorem shifted_energy_bound {F P Q : Matrix n n ℝ} {u g b : ℝ} (hF : Fᵀ = F)
    (hP : IsProjector P) (hQ : IsProjector Q) (ht : trace Q = trace P) (hg : HasGap F P u g) :
    (g + b) / 2 * normF (Q - P) ^ 2 ≤
      trace (levelShift F P b * Q) - trace (levelShift F P b * P)
        + normF (F * P - P * F) * normF (Q - P) := by
  have compl : ∀ {R : Matrix n n ℝ}, IsProjector R → IsProjector (1 - R) := fun {R} hR =>
    ⟨by rw [transpose_sub, transpose_one, hR.symm],
      by linear_combination (norm := noncomm_ring) hR.idem⟩
  -- occupied and virtual blocks
  have h1 := block_energy_ge (F := -F) (a := -u) hP (compl hQ) (fun x hx => by
    rw [neg_mulVec, dotProduct_neg]
    linarith [hg.occ x hx])
  have h2 := block_energy_ge (F := F) (a := u + g) (compl hP) hQ (fun x hx => by
    rw [sub_mulVec, one_mulVec] at hx
    exact hg.virt x (sub_eq_self.mp hx))
  have e1 : P * (1 - Q) * P = P - P * (Q * P) := by
    linear_combination (norm := noncomm_ring) hP.idem
  have e2 : (1 - P) * Q * (1 - P) = Q - P * Q - Q * P + P * (Q * P) := by noncomm_ring
  have c1 : trace (P * (Q * P)) = trace (P * Q) := by
    rw [trace_mul_comm, mul_assoc, hP.idem, trace_mul_comm]
  have c2 : trace (Q * P) = trace (P * Q) := trace_mul_comm Q P
  rw [e1] at h1
  rw [e2] at h2
  simp only [neg_mul, mul_sub, mul_add, trace_neg, trace_sub, trace_add, c1, c2, ht] at h1 h2
  -- the mixed block is a pairing of two commutators
  have e3 : (F * P - P * F)ᵀ * (P * Q - Q * P) = P * (F * (P * Q)) - P * (F * (Q * P))
      - F * (P * Q) + F * (P * (Q * P)) := by
    rw [transpose_sub, transpose_mul, transpose_mul, hF, hP.symm]
    linear_combination (norm := noncomm_ring) -(F * hP.idem * Q)
  have c3 : trace (P * (F * (P * Q))) = trace (F * (P * (Q * P))) := by
    rw [trace_mul_comm]
    simp only [mul_assoc]
  have c4 : trace (P * (F * (Q * P))) = trace (F * (Q * P)) := by
    rw [trace_mul_comm]
    simp only [mul_assoc, hP.idem]
  have h3 := trace_le_normF_mul (F * P - P * F) (P * Q - Q * P)
  rw [e3] at h3
  simp only [trace_sub, trace_add, c3, c4] at h3
  have hd0 : 0 ≤ normF (Q - P) := Real.sqrt_nonneg _
  have hK0 : 0 ≤ normF (F * P - P * F) := Real.sqrt_nonneg _
  have hC : normF (P * Q - Q * P) ≤ normF (Q - P) := by
    by_contra hn
    have hn' := lt_of_not_ge hn
    nlinarith [commutator_normF_sq hP hQ, sq_nonneg (normF ((Q - P) * (Q - P)))]
  have h4 := mul_le_mul_of_nonneg_left hC hK0
  -- squared step length and shifted energies in terms of elementary traces
  have hd : normF (Q - P) ^ 2 = 2 * trace P - 2 * trace (P * Q) := by
    rw [normF_sq, transpose_sub, hP.symm, hQ.symm]
    simp only [sub_mul, mul_sub, trace_sub, hP.idem, hQ.idem, c2, ht]
    ring
  have hE : trace (levelShift F P b * Q) - trace (levelShift F P b * P) =
      trace (F * Q) - trace (F * P) + b * (trace P - trace (P * Q)) := by
    simp only [levelShift, add_mul, Matrix.smul_mul, sub_mul, one_mul, hP.idem, trace_add,
      trace_smul, trace_sub, smul_eq_mul, ht]
    ring
  rw [hE, hd]
  linarith
```

Let $s=\mathrm{tr}P-\mathrm{tr}(PQ)$. Equal traces give $\|D\|^2=2s$. Split
$$D=(1-P)Q(1-P)-P(1-Q)P+X,\qquad X=PQ+QP-2PQP.$$
The first two blocks each have trace $s$ before the sign. The previous block bound, applied to $F$ on the virtual space and to $-F$ on the occupied space (`h2`, `h1`), gives
$$\mathrm{tr}(FD)\ge(u+g)s-us+\mathrm{tr}(FX).$$
With $K=FP-PF$, cyclicity of the trace gives $\mathrm{tr}(FX)=-\mathrm{tr}(K^TC)\ge-\|K\|\|C\|\ge-\|K\|\|D\|$; these are `e3`, `h3` and `hC`. The shift adds $bs$ to the energy change (`hE`), so
$$\mathrm{tr}(F_bQ)-\mathrm{tr}(F_bP)\ge\tfrac{g+b}{2}\|D\|^2-\|K\|\|D\|.$$
`linarith` combines these inequalities.

```lean
/-- For symmetric `F` with `HasGap F P u g`, any step from a projector `P` to a projector of the
same trace that does not raise the level-shifted energy has length at most `2‖FP - PF‖/(g + b)`,
provided the shifted gap `g + b` is positive. -/
theorem density_step_le_of_descent {F P Q : Matrix n n ℝ} {u g b : ℝ} (hF : Fᵀ = F)
    (hP : IsProjector P) (hQ : IsProjector Q) (ht : trace Q = trace P) (hg : HasGap F P u g)
    (hb : 0 < g + b) (hE : trace (levelShift F P b * Q) ≤ trace (levelShift F P b * P)) :
    normF (Q - P) ≤ 2 * normF (F * P - P * F) / (g + b) := by
  have h := shifted_energy_bound (b := b) hF hP hQ ht hg
  have hd0 : 0 ≤ normF (Q - P) := Real.sqrt_nonneg _
  have hK0 : 0 ≤ normF (F * P - P * F) := Real.sqrt_nonneg _
  rw [le_div_iff₀ hb]
  rcases hd0.eq_or_lt with h0 | hpos
  · rw [← h0]
    linarith
  · by_contra hn
    have hn' := lt_of_not_ge hn
    nlinarith [mul_pos hpos (sub_pos.2 hn')]
```

If the shifted energy does not rise, then $\tfrac{g+b}{2}\|D\|^2\le\|K\|\|D\|$. For $D=0$ the bound is immediate; otherwise divide by $\|D\|$. The `rcases` line makes this split. No minimisation is needed.

```lean
/-- Density step bound under level shifting: for symmetric `F` and a projector `P` with
`HasGap F P u g` and `g + b > 0`, every aufbau step `Q` from `P` obeys
`‖Q - P‖ ≤ 2‖FP - PF‖/(g + b)`. -/
theorem density_step_le {F P Q : Matrix n n ℝ} {u g b : ℝ} (hF : Fᵀ = F)
    (hP : IsProjector P) (hg : HasGap F P u g) (hb : 0 < g + b) (hQ : IsAufbauStep F P b Q) :
    normF (Q - P) ≤ 2 * normF (F * P - P * F) / (g + b) :=
  density_step_le_of_descent hF hP hQ.proj hQ.count hg hb (hQ.minimal P hP rfl)
```

$P$ is itself an admissible competitor, so a minimiser cannot have higher shifted energy than $P$. That is `hQ.minimal P hP rfl`, and the previous theorem applies.

## The two-orbital case in numbers

```lean
/-- A two-orbital instance of the hypotheses with `u = 0`, gap `g = 1` and shift `b = 2`, in which
an aufbau step is given explicitly. -/
theorem density_step_witness :
    (!![0, 2; 2, 1] : Matrix (Fin 2) (Fin 2) ℝ)ᵀ = !![0, 2; 2, 1] ∧
    IsProjector (!![1, 0; 0, 0] : Matrix (Fin 2) (Fin 2) ℝ) ∧
    HasGap (!![0, 2; 2, 1] : Matrix (Fin 2) (Fin 2) ℝ) !![1, 0; 0, 0] 0 1 ∧
    IsAufbauStep (!![0, 2; 2, 1] : Matrix (Fin 2) (Fin 2) ℝ) !![1, 0; 0, 0] 2
      !![4/5, -2/5; -2/5, 1/5] := by
  refine ⟨?_, ⟨?_, ?_⟩, ⟨?_, ?_⟩, ⟨⟨?_, ?_⟩, ?_, ?_⟩⟩
  · ext i j; fin_cases i <;> fin_cases j <;> simp
  · ext i j; fin_cases i <;> fin_cases j <;> simp
  · ext i j; fin_cases i <;> fin_cases j <;> simp [Matrix.mul_apply, Fin.sum_univ_two]
  · intro x hx
    have h1 : x 1 = 0 := by
      have h := congrFun hx 1
      simp [Matrix.mulVec, dotProduct, Fin.sum_univ_two] at h
      linarith
    simp [Matrix.mulVec, dotProduct, Fin.sum_univ_two, h1]
  · intro x hx
    have h0 : x 0 = 0 := by
      have h := congrFun hx 0
      simp [Matrix.mulVec, dotProduct, Fin.sum_univ_two] at h
      linarith
    simp [Matrix.mulVec, dotProduct, Fin.sum_univ_two, h0]
  · ext i j; fin_cases i <;> fin_cases j <;> simp
  · ext i j; fin_cases i <;> fin_cases j <;> norm_num [Matrix.mul_apply, Fin.sum_univ_two]
  · norm_num [Matrix.trace_fin_two]
  · intro R hR ht
    have hL : levelShift (!![0, 2; 2, 1] : Matrix (Fin 2) (Fin 2) ℝ) !![1, 0; 0, 0] 2
        = !![0, 2; 2, 3] := by
      ext i j; fin_cases i <;> fin_cases j <;> norm_num [levelShift, Matrix.one_apply]
    have hq : trace ((!![0, 2; 2, 3] : Matrix (Fin 2) (Fin 2) ℝ) *
        !![4/5, -2/5; -2/5, 1/5]) = -1 := by
      norm_num [Matrix.trace_fin_two, Matrix.mul_apply, Fin.sum_univ_two]
    have hr : trace ((!![0, 2; 2, 3] : Matrix (Fin 2) (Fin 2) ℝ) * R)
        = 2 * R 1 0 + (2 * R 0 1 + 3 * R 1 1) := by
      rw [Matrix.trace_fin_two, Matrix.mul_apply, Matrix.mul_apply, Fin.sum_univ_two,
        Fin.sum_univ_two]
      simp
    have s : R 1 0 = R 0 1 := congrFun (congrFun hR.symm 0) 1
    have e00 := congrFun (congrFun hR.idem 0) 0
    have e01 := congrFun (congrFun hR.idem 0) 1
    have e11 := congrFun (congrFun hR.idem 1) 1
    simp only [Matrix.mul_apply, Fin.sum_univ_two, s] at e00 e01 e11
    have ht' : R 0 0 + R 1 1 = 1 := by simpa [Matrix.trace_fin_two] using ht
    rw [hL, hq, hr, s]
    -- the shifted energy plus one is the squared length of `R` applied to `(1, 2)`
    nlinarith [sq_nonneg (R 0 0 + 2 * R 0 1), sq_nonneg (R 0 1 + 2 * R 1 1)]

end

end LevelShiftStep
```

This is the opening example with $k=2$, $g=1$, $b=2$. The stated $Q$ projects onto $(2,-1)/\sqrt5$ and has shifted energy $-1$. With the column vector $w=(1,2)^T$, $F_b=-1+ww^T$. Any competitor $R$ of trace one therefore has
$$\mathrm{tr}(F_bR)=-1+\|Rw\|^2\ge-1,$$
which the last `nlinarith` obtains from two squares. The step length is $\sqrt{2/5}\approx0.63$, and the two-orbital estimate of the opening gives $2\sqrt2/3\approx0.94$. The general bound, $4\sqrt2/3\approx1.89$, holds but restricts nothing here, since two projectors of trace one are never more than $\sqrt2\approx1.41$ apart. It becomes informative for a smaller commutator or a larger shift.

```lean
#print axioms LevelShiftStep.density_step_le
-- 'LevelShiftStep.density_step_le' depends on axioms: [propext, Classical.choice, Quot.sound]
```
